# The Weyl–Paldus product as the solution of the distinct-row recursion

## Rows, step vectors and the recursion

Let $N$ electrons occupy $n$ spatial orbitals, with total spin $S$. The number of linearly independent spin eigenfunctions at fixed spin projection $M$ is the dimension of the spin-adapted full configuration interaction problem. Paldus describes the pair $(N,S)$ by a row $(a,b)$ with
$$b=2S,\qquad 2a+b=N .$$
Thus $a$ is the number of spin-down electrons when $M=S$; it need not equal the number of doubly occupied orbitals, since singly occupied orbitals that lower the spin count as well.

Orbitals are added one at a time. A new orbital stays empty, takes one electron that raises the spin by $\tfrac12$, takes one that lowers it by $\tfrac12$, or takes a pair. The spin cannot be lowered from $b=0$. A list of $n$ such choices is a step vector. Let $W(0,0,0)=1$, let all other $W(0,a,b)$ be zero, and let
$$W(n+1,a,b)=W(n,a,b)+W(n,a,b-1)+W(n,a-1,b+1)+W(n,a-1,b),$$
where terms with a negative argument are zero. Write $C(n,k)$ for the binomial coefficient, which is zero for $k<0$ and for $k>n$. The claim is that, for all natural $n,a,b$,
$$(n+1)\,W(n,a,b)=(b+1)\,C(n+1,a)\,C(n+1,a+b+1).$$

## Solving the recursion by hand

**A difference of determinant counts.** Put $m=a+b$ and $x_k=C(n,k)$. The first step is to show that
$$W(n,a,b)=x_a x_m-x_{a-1}x_{m+1}.$$
The first product counts the determinants with $M=S$, the second those with $M=S+1$.

For $n=0$ the second product vanishes, and the first is 1 only for $a=b=0$. Assume the formula for $n$. The four terms of the recursion are then
$$\begin{aligned}
W(n,a,b)&=x_a x_m-x_{a-1}x_{m+1},\\
W(n,a,b-1)&=x_a x_{m-1}-x_{a-1}x_m,\\
W(n,a-1,b+1)&=x_{a-1}x_m-x_{a-2}x_{m+1},\\
W(n,a-1,b)&=x_{a-1}x_{m-1}-x_{a-2}x_m .
\end{aligned}$$
At the boundaries the right-hand sides vanish as required: the second line is zero for $b=0$, where $m=a$, and the last two are zero for $a=0$. The sum of the four lines is
$$(x_a+x_{a-1})(x_m+x_{m-1})-(x_{a-1}+x_{a-2})(x_{m+1}+x_m).$$
By Pascal's rule this is the same formula with $n+1$ in place of $n$.

**From the difference to the product.** Let $P=C(n+1,a)$ and $Q=C(n+1,m+1)$. Pascal's rule gives $x_a=P-x_{a-1}$ and $x_{m+1}=Q-x_m$, so
$$W(n,a,b)=(P-x_{a-1})x_m-x_{a-1}(Q-x_m)=P\,x_m-Q\,x_{a-1}.$$
The absorption identity $(n+1)C(n,k)=(k+1)C(n+1,k+1)$ gives $(n+1)x_m=(m+1)Q$ and $(n+1)x_{a-1}=aP$. Hence
$$(n+1)W(n,a,b)=(a+b+1)PQ-aPQ=(b+1)PQ.$$

**Step vectors.** A step vector that ends in $(a,b)$ has one of four last steps. Removing it leaves a step vector that ends in $(a,b)$, $(a,b-1)$, $(a-1,b+1)$ or $(a-1,b)$. For $n=0$ there is only the empty step vector, which ends in the starting row $(0,0)$. The number of admissible step vectors that end in $(a,b)$ therefore has the same initial values as $W$ and obeys the same recursion, so it equals $W(n,a,b)$.

**Summing over spins.** Fix $N=2a+b$ and $M=b/2$, and set $T_k=C(n,k)\,C(n,2a+b-k)$, with $T_{-1}=0$. The difference formula reads $W(n,k,b+2(a-k))=T_k-T_{k-1}$, so
$$\sum_{k=0}^{a}W(n,k,b+2(a-k))=T_a=C(n,a)\,C(n,a+b).$$
For given $N$ and $M\ge 0$, there are as many determinants as step vectors of all spins $S\ge M$ together.

## The model in Lean

```lean
import Mathlib

open Finset

namespace PaldusDistinctRow
```

Subtraction of natural numbers stops at zero in Lean, so the recursion tests for $a=0$ and $b=0$ explicitly.

```lean
/-- The Paldus distinct-row recursion: a row `(a, b)` at level `n + 1` is reached from at most
four rows at level `n`, and terms with a negative argument are zero. -/
def W : ℕ → ℕ → ℕ → ℕ
  | 0, a, b => if a = 0 ∧ b = 0 then 1 else 0
  | n + 1, a, b => W n a b + (if b = 0 then 0 else W n a (b - 1))
      + (if a = 0 then 0 else W n (a - 1) (b + 1)) + (if a = 0 then 0 else W n (a - 1) b)
```

The type `Fin 4` holds the four choices for an orbital. The value `none` marks the forbidden lowering of the spin.

```lean
/-- The effect of one orbital on a row `(a, b)`, where `b` is twice the spin: 0 leaves it empty,
1 adds an electron and raises the spin, 2 adds an electron and lowers the spin (forbidden
at `b = 0`), 3 adds a pair. -/
def step (s : Fin 4) (r : ℕ × ℕ) : Option (ℕ × ℕ) :=
  match s with
  | 0 => some r
  | 1 => some (r.1, r.2 + 1)
  | 2 => if r.2 = 0 then none else some (r.1 + 1, r.2 - 1)
  | 3 => some (r.1 + 1, r.2)
```

A step vector is a function `Fin n → Fin 4`. The function `row` starts from the vacuum and applies the steps in order; once a step is forbidden, the result remains `none`.

```lean
/-- The row in which a step vector over `n` orbitals ends when it starts from the vacuum row
`(0, 0)`; it is `none` if a forbidden step occurs. -/
def row : (n : ℕ) → (Fin n → Fin 4) → Option (ℕ × ℕ)
  | 0, _ => some (0, 0)
  | n + 1, d => (row n (fun i => d i.castSucc)).bind (step (d (Fin.last n)))
```

These definitions contain no wave functions. That $W$ is the dimension sought follows from the fact, not proved here, that admissible step vectors label a basis of the spin eigenfunctions at fixed $M$. With that fact, the formula gives the size of a spin-adapted full configuration interaction problem for a finite orbital set without spatial symmetry. For a complete active space, $N$ and $n$ count the active electrons and the active orbitals.

## The difference formula in Lean

The number `fewer n a` is $C(n,a-1)$, with the value zero at $a=0$.

```lean
/-- The number of ways to place `a - 1` electrons of equal spin in `n` orbitals, taken as zero
for `a = 0`. -/
def fewer (n : ℕ) : ℕ → ℕ
  | 0 => 0
  | a + 1 => n.choose a
```

Pascal's rule then takes one form for all $a$.

```lean
/-- Placing `a` electrons of equal spin in `n + 1` orbitals: the last orbital is either empty
or occupied. -/
theorem choose_last_orbital (n a : ℕ) :
    ((n + 1).choose a : ℤ) = n.choose a + fewer n a := by
  rcases a with _ | a
  · simp [fewer]
  · rw [Nat.choose_succ_succ' n a]
    simp only [fewer]
    push_cast
    ring
```

The next theorem is stated in the integers, where the subtraction is the ordinary one. The induction runs over $n$ for all $a$ and $b$ at once. The auxiliary `ih'` and `pascal` are the induction hypothesis and Pascal's rule, with indices that can be matched to the goal. The induction step separates zero from positive $a$ and $b$. The case $a=b=0$ is closed by `simp`; in the other cases the terms of the recursion that are present are written out, and `ring` compares the products.

```lean
/-- `W n a b` is the number of determinants with `a` spin-down and `a + b` spin-up electrons
in `n` orbitals, minus the number with `a - 1` spin-down and `a + b + 1` spin-up electrons. -/
theorem W_eq_determinant_difference (n a b : ℕ) :
    (W n a b : ℤ) = n.choose a * n.choose (a + b) - fewer n a * n.choose (a + b + 1) := by
  induction n generalizing a b with
  | zero => rcases a with _ | a <;> rcases b with _ | b <;> simp [W, fewer]
  | succ n ih =>
    -- the induction hypothesis and Pascal's rule with freely written indices
    have ih' : ∀ a b u v : ℕ, u = a + b → v = a + b + 1 →
        (W n a b : ℤ) = n.choose a * n.choose u - fewer n a * n.choose v := by
      rintro a b _ _ rfl rfl
      exact ih a b
    have pascal : ∀ k u : ℕ, u = k + 1 →
        ((n + 1).choose u : ℤ) = n.choose k + n.choose u := by
      rintro k _ rfl
      exact_mod_cast Nat.choose_succ_succ' n k
    rcases a with _ | a
    · rcases b with _ | b
      · have h := ih 0 0
        simp [fewer] at h
        simp [W, fewer, h]
      · have hW : (W (n + 1) 0 (b + 1) : ℤ) = W n 0 (b + 1) + W n 0 b := by simp [W]
        rw [hW, ih' 0 (b + 1) (0 + (b + 1)) (0 + (b + 1) + 1) (by omega) (by omega),
          ih' 0 b b (b + 1) (by omega) (by omega), pascal b (0 + (b + 1)) (by omega)]
        simp only [fewer, Nat.choose_zero_right]
        push_cast
        ring
    · have hB : (fewer (n + 1) (a + 1) : ℤ) = n.choose a + fewer n a :=
        choose_last_orbital n a
      have hF : (fewer n (a + 1) : ℤ) = n.choose a := rfl
      rcases b with _ | b
      · have hW : (W (n + 1) (a + 1) 0 : ℤ) = W n (a + 1) 0 + W n a 1 + W n a 0 := by
          simp [W]
        simp only [Nat.add_zero]
        rw [hW, ih' (a + 1) 0 (a + 1) (a + 1 + 1) (by omega) (by omega),
          ih' a 1 (a + 1) (a + 1 + 1) (by omega) (by omega),
          ih' a 0 a (a + 1) (by omega) (by omega), hB, hF,
          pascal (a + 1) (a + 1 + 1) rfl, pascal a (a + 1) rfl]
        ring
      · have hW : (W (n + 1) (a + 1) (b + 1) : ℤ) =
            W n (a + 1) (b + 1) + W n (a + 1) b + W n a (b + 1 + 1) + W n a (b + 1) := by
          simp [W]
        obtain ⟨u, hu⟩ : ∃ u, u = a + b + 1 := ⟨_, rfl⟩
        rw [show a + 1 + (b + 1) = u + 1 by omega, hW,
          ih' (a + 1) (b + 1) (u + 1) (u + 1 + 1) (by omega) (by omega),
          ih' (a + 1) b u (u + 1) (by omega) (by omega),
          ih' a (b + 1 + 1) (u + 1) (u + 1 + 1) (by omega) (by omega),
          ih' a (b + 1) u (u + 1) (by omega) (by omega), hB, hF,
          pascal (u + 1) (u + 1 + 1) rfl, pascal u (u + 1) rfl, pascal a (a + 1) rfl]
        ring
```

## The product formula in Lean

The theorem `weyl_paldus` is the claim itself, in natural numbers and without division. It has no hypotheses, so it includes $n=0$. It also includes rows with more electrons than the orbitals can hold; for such rows both sides vanish. In the proof, `h1` and `h2` are the two absorption identities, and `p1` and `p2` are the two uses of Pascal's rule. The call to `linear_combination` combines them as in the derivation above.

```lean
/-- The Weyl–Paldus dimension formula, in a form free of division, for the solution of the
distinct-row recursion. -/
theorem weyl_paldus (n a b : ℕ) :
    (n + 1) * W n a b = (b + 1) * (n + 1).choose a * (n + 1).choose (a + b + 1) := by
  -- absorption identities for the spin-down and the spin-up electrons
  have h1 : ((n : ℤ) + 1) * fewer n a = (n + 1).choose a * a := by
    rcases a with _ | a
    · simp [fewer]
    · exact_mod_cast Nat.add_one_mul_choose_eq n a
  have h2 : ((n : ℤ) + 1) * n.choose (a + b) =
      (n + 1).choose (a + b + 1) * ((a : ℤ) + b + 1) := by
    exact_mod_cast Nat.add_one_mul_choose_eq n (a + b)
  have p1 := choose_last_orbital n a
  have p2 : ((n + 1).choose (a + b + 1) : ℤ) =
      n.choose (a + b) + n.choose (a + b + 1) := by
    exact_mod_cast Nat.choose_succ_succ' n (a + b)
  have key : ((n : ℤ) + 1) * W n a b =
      ((b : ℤ) + 1) * (n + 1).choose a * (n + 1).choose (a + b + 1) := by
    rw [W_eq_determinant_difference]
    linear_combination ((n + 1).choose a : ℤ) * h2 - ((n + 1).choose (a + b + 1) : ℤ) * h1
      - ((n : ℤ) + 1) * n.choose (a + b) * p1 + ((n : ℤ) + 1) * fewer n a * p2
  exact_mod_cast key
```

## Counting step vectors and determinants in Lean

The left side of `card_stepVectors` is the number of step vectors whose final row is `some (a, b)`. The equivalence `Fin.snocEquiv` splits a step vector into its last step and the rest. The facts `h0` to `h3` identify the preceding row for each last step, and the four counts add up to the recursion.

```lean
/-- `W n a b` counts the step vectors over `n` orbitals that contain no forbidden step and end
in the row `(a, b)`. -/
theorem card_stepVectors (n a b : ℕ) :
    (univ.filter fun d : Fin n → Fin 4 => row n d = some (a, b)).card = W n a b := by
  induction n generalizing a b with
  | zero => rcases a with _ | a <;> rcases b with _ | b <;> simp [row, W]
  | succ n ih =>
    have key : ∀ (s : Fin 4) (e : Fin n → Fin 4),
        row (n + 1) (Fin.snocEquiv (fun _ => Fin 4) (s, e)) = (row n e).bind (step s) := by
      intro s e
      simp [row, Fin.snocEquiv]
    -- the row before the last orbital is fixed by the last step
    have h0 : ∀ o : Option (ℕ × ℕ), o.bind (step 0) = some (a, b) ↔ o = some (a, b) := by
      rintro (_ | ⟨x, y⟩) <;> simp [step]
    have h1 : ∀ o : Option (ℕ × ℕ),
        o.bind (step 1) = some (a, b) ↔ b ≠ 0 ∧ o = some (a, b - 1) := by
      rintro (_ | ⟨x, y⟩) <;> simp [step]
      omega
    have h2 : ∀ o : Option (ℕ × ℕ),
        o.bind (step 2) = some (a, b) ↔ a ≠ 0 ∧ o = some (a - 1, b + 1) := by
      rintro (_ | ⟨x, y⟩)
      · simp
      · by_cases hy : y = 0 <;> simp [step, hy]
        omega
    have h3 : ∀ o : Option (ℕ × ℕ),
        o.bind (step 3) = some (a, b) ↔ a ≠ 0 ∧ o = some (a - 1, b) := by
      rintro (_ | ⟨x, y⟩) <;> simp [step]
      omega
    rw [Finset.card_filter, ← (Fin.snocEquiv (fun _ : Fin (n + 1) => Fin 4)).sum_comp,
      Fintype.sum_prod_type, Fin.sum_univ_four]
    simp only [key, h0, h1, h2, h3]
    rcases a with _ | a <;> rcases b with _ | b <;> simp [W, ih]
```

The last theorem is the sum over spins, with the determinants represented by their number, a product of binomials. Its proof carries out the telescoping as an induction on $a$: by the induction hypothesis at `b + 2`, all terms but the last add up to the number of determinants with one more spin flipped up, and the difference formula supplies the last term.

```lean
/-- The determinants with `a` spin-down and `a + b` spin-up electrons in `n` orbitals are as
many as the values `W n k (b + 2 (a - k))` with `k ≤ a` add up to. -/
theorem determinants_eq_sum_W (n a b : ℕ) :
    n.choose a * n.choose (a + b) = ∑ k ∈ range (a + 1), W n k (b + 2 * (a - k)) := by
  induction a generalizing b with
  | zero =>
    have h := W_eq_determinant_difference n 0 b
    simp [fewer] at h
    simp [h]
  | succ a ih =>
    -- all terms but the last count the determinants with one more spin flipped up
    have hs : ∑ k ∈ range (a + 1), W n k (b + 2 * (a + 1 - k)) =
        n.choose a * n.choose (a + (b + 2)) := by
      rw [ih (b + 2)]
      refine Finset.sum_congr rfl fun k hk => ?_
      have hk' := Finset.mem_range.mp hk
      rw [show b + 2 * (a + 1 - k) = b + 2 + 2 * (a - k) by omega]
    have h := W_eq_determinant_difference n (a + 1) b
    simp only [fewer] at h
    rw [Finset.sum_range_succ, hs, show a + (b + 2) = a + 1 + b + 1 by omega,
      Nat.sub_self, Nat.mul_zero, Nat.add_zero]
    zify
    linear_combination -h

end PaldusDistinctRow
```

```lean
#print axioms PaldusDistinctRow.weyl_paldus
#print axioms PaldusDistinctRow.card_stepVectors
#print axioms PaldusDistinctRow.determinants_eq_sum_W
```

```
'PaldusDistinctRow.weyl_paldus' depends on axioms: [propext, Classical.choice, Quot.sound]
'PaldusDistinctRow.card_stepVectors' depends on axioms: [propext, Classical.choice, Quot.sound]
'PaldusDistinctRow.determinants_eq_sum_W' depends on axioms: [propext, Classical.choice, Quot.sound]
```
